# McWeeny purification drives the idempotency error of a mixture of two projectors to zero when ‖P − Q‖ < 1

Damping a self-consistent-field iteration by mixing two idempotent density matrices generally gives a matrix that is no longer idempotent, so it does not describe a single determinant. Purification need not repair it: an equal mixture of two mutually orthogonal projectors stays exactly as it is. The problems below show that, for a mixing parameter between 0 and 1, the error does tend to zero if the two matrices differ by less than one in a norm with ‖xy‖ ≤ ‖x‖‖y‖. They also show that purification keeps the electron number if both projectors have the same one.

Let P and Q be idempotent, P² = P and Q² = Q, and let a be a real mixing parameter. Write

X₀ = (1 − a)P + aQ, Xₙ₊₁ = 3Xₙ² − 2Xₙ³, Eₙ = Xₙ − Xₙ².

In Lean these are `mix a P Q`, the n-fold iterate `mcweeny^[n]` applied to it, and its `defect`. The matrices are elements of a ring `A`, later a real algebra, and `IsIdempotentElem P` says P·P = P. Hermiticity is not assumed. For density matrices the condition P² = P refers to an orthonormal spin-orbital basis, with occupations 0 and 1.

```lean
import Mathlib

open Filter Topology Polynomial

namespace MixedDensityPurification

noncomputable section

section Algebraic

variable {A : Type*} [Ring A]

/-- The McWeeny purification step `3X² - 2X³`. -/
def mcweeny (Y : A) : A := 3 * Y ^ 2 - 2 * Y ^ 3

/-- The idempotency error `X - X²` of a density matrix. -/
def defect (Y : A) : A := Y - Y ^ 2
```

## (a) One step turns the error E into 3E² + 4E³

Let F = 3Y² − 2Y³ and E = Y − Y². Express F − F² through E.

Everything is a polynomial in Y, so the factors commute:

F = Y²(3 − 2Y), 1 − F = (1 − Y)²(1 + 2Y).

F(1 − F) = E²(3 + 4Y − 4Y²) = 3E² + 4E³.

Lean expands both sides with `noncomm_ring`.

```lean
private theorem defect_step (Y : A) :
    defect (mcweeny Y) = 3 * defect Y ^ 2 + 4 * defect Y ^ 3 := by
  unfold defect mcweeny
  noncomm_ring
```

## (b) The error of the mixture is a(1 − a)(P − Q)²

Compute E₀, without assuming that P and Q commute.

X₀² = (1 − a)²P + a²Q + a(1 − a)(PQ + QP).

Subtracting this from X₀ leaves

E₀ = a(1 − a)(P + Q − PQ − QP) = a(1 − a)(P − Q)².

This holds for every real a. In the proof `simp` expands the products using P² = P and Q² = Q, and `module` compares coefficients.

```lean
variable [Algebra ℝ A]

/-- Linear mixing of two density matrices with mixing parameter `a`. -/
def mix (a : ℝ) (P Q : A) : A := (1 - a) • P + a • Q

/-- The idempotency error of a mixture of two idempotents is `a(1-a)(P-Q)²`. -/
theorem defect_mix {P Q : A} (hP : IsIdempotentElem P) (hQ : IsIdempotentElem Q) (a : ℝ) :
    defect (mix a P Q) = (a * (1 - a)) • (P - Q) ^ 2 := by
  simp only [defect, mix, pow_two, add_mul, mul_add, sub_mul, mul_sub, smul_mul_assoc,
    mul_smul_comm, hP.eq, hQ.eq]
  module
```

## (c) An equal mixture of orthogonal projectors does not move

Let PQ = QP = 0 and Y = (P + Q)/2. Apply one step.

Y² = (P + Q)/4 = Y/2, Y³ = Y/4,

3Y² − 2Y³ = 3Y/2 − Y/2 = Y.

The error is (P + Q)/4, which is nonzero unless P = Q = 0. Some condition on the mixture is therefore needed for the error to tend to zero. `h2` and `h3` are the two powers.

```lean
/-- The equal mixture of two mutually orthogonal projectors is left unchanged by a
McWeeny step. -/
theorem mcweeny_mix_orthogonal {P Q : A} (hP : IsIdempotentElem P) (hQ : IsIdempotentElem Q)
    (hPQ : P * Q = 0) (hQP : Q * P = 0) :
    mcweeny (mix (1 / 2) P Q) = mix (1 / 2) P Q := by
  have h2 : mix (1 / 2) P Q ^ 2 = (1 / 2 : ℝ) • mix (1 / 2) P Q := by
    simp only [mix, pow_two, add_mul, mul_add, smul_mul_assoc, mul_smul_comm,
      hP.eq, hQ.eq, hPQ, hQP]
    module
  have h3 : mix (1 / 2) P Q ^ 3 = (1 / 4 : ℝ) • mix (1 / 2) P Q := by
    have h : mix (1 / 2) P Q ^ 3 = mix (1 / 2) P Q ^ 2 * mix (1 / 2) P Q := pow_succ _ 2
    rw [h, h2, smul_mul_assoc, ← pow_two, h2]
    module
  have t3 (y : A) : 3 * y = (3 : ℝ) • y := by rw [Algebra.smul_def, map_ofNat]
  have t2 (y : A) : 2 * y = (2 : ℝ) • y := by rw [Algebra.smul_def, map_ofNat]
  rw [mcweeny, h2, h3, t3, t2]
  module
```

## (d) The product of an anticommuting pair has zero trace

Let τ be linear with τ(xy) = τ(yx). If cd = −dc and zd = dz, show that τ(cdz) = 0.

τ(cdz) = −τ(dcz) = −τ(czd) = −τ(cdz).

A number equal to its own negative is zero.

```lean
private theorem trace_anti (τ : A →ₗ[ℝ] ℂ) (hτ : ∀ x y, τ (x * y) = τ (y * x)) {c d z : A}
    (h : c * d = -(d * c)) (hz : z * d = d * z) : τ (c * (d * z)) = 0 := by
  have key : τ (c * (d * z)) = -τ (c * (d * z)) := by
    calc τ (c * (d * z)) = -τ (d * (c * z)) := by
          rw [← mul_assoc, h, neg_mul, map_neg, mul_assoc]
      _ = -τ (c * (d * z)) := by rw [hτ, mul_assoc, hz]
  linear_combination (1 / 2 : ℂ) * key
```

## (e) Traces of powers of P − Q

Put D = P − Q and C = P + Q − 1. Show that, for k ≥ 0,

τ(C D^(2k+2)) = 0, τ(D^(2k+1)) = τ(P) − τ(Q).

Expansion gives CD = QP − PQ = −DC and D² + C² = 1; these are `anti` and `hsq`. The first claim is (d) with c = C, d = D, z = D^(2k+1).

The second is clear for k = 0. For the induction step,

D^(2k+3) = D^(2k+1) − D^(2k+1)C².

An odd power of D anticommutes with C, so (d) with c = D^(2k+1) and d = z = C removes the last term.

```lean
private theorem trace_powers (τ : A →ₗ[ℝ] ℂ) (hτ : ∀ x y, τ (x * y) = τ (y * x)) {P Q : A}
    (hP : IsIdempotentElem P) (hQ : IsIdempotentElem Q) (k : ℕ) :
    τ ((P + Q - 1) * ((P - Q) ^ 2) ^ (k + 1)) = 0 ∧
      τ ((P - Q) * ((P - Q) ^ 2) ^ k) = τ P - τ Q := by
  -- `P + Q - 1` and `P - Q` anticommute, and their squares add to one
  have anti : (P + Q - 1) * (P - Q) = -((P - Q) * (P + Q - 1)) := by
    simp only [add_mul, mul_add, sub_mul, mul_sub, hP.eq, hQ.eq, one_mul, mul_one]
    abel
  have hsq : (P - Q) ^ 2 = 1 - (P + Q - 1) * (P + Q - 1) := by
    simp only [pow_two, add_mul, mul_add, sub_mul, mul_sub, hP.eq, hQ.eq, one_mul, mul_one]
    abel
  have hd (m : ℕ) : ((P - Q) ^ 2) ^ m * (P - Q) = (P - Q) * ((P - Q) ^ 2) ^ m :=
    (((Commute.refl (P - Q)).pow_left 2).pow_left m).eq
  have hc (m : ℕ) : ((P - Q) ^ 2) ^ m * (P + Q - 1) = (P + Q - 1) * ((P - Q) ^ 2) ^ m := by
    have h1 : Commute ((P - Q) ^ 2) (P + Q - 1) := by
      rw [hsq]
      exact (Commute.one_left _).sub_left ((Commute.refl _).mul_left (Commute.refl _))
    exact (h1.pow_left m).eq
  constructor
  · have e : ((P - Q) ^ 2) ^ (k + 1) = (P - Q) * ((P - Q) * ((P - Q) ^ 2) ^ k) := by
      rw [pow_succ', pow_two, mul_assoc]
    rw [e]
    exact trace_anti τ hτ anti (by rw [mul_assoc, hd])
  · induction k with
    | zero => rw [pow_zero, mul_one, map_sub]
    | succ k ih =>
      have e : (P - Q) * ((P - Q) ^ 2) ^ (k + 1) = (P - Q) * ((P - Q) ^ 2) ^ k
          - (P - Q) * ((P - Q) ^ 2) ^ k * ((P + Q - 1) * (P + Q - 1)) := by
        rw [pow_succ, ← mul_assoc]
        nth_rewrite 2 [hsq]
        rw [mul_sub, mul_one]
      have h0 : (P - Q) * ((P - Q) ^ 2) ^ k * (P + Q - 1)
          = -((P + Q - 1) * ((P - Q) * ((P - Q) ^ 2) ^ k)) := by
        rw [mul_assoc, hc, ← mul_assoc, ← mul_assoc, anti, neg_mul, neg_neg]
      rw [e, map_sub, ih, trace_anti τ hτ h0 rfl, sub_zero]
```

## (f) Polynomials in D² without constant term

Let τ(P) = τ(Q). Show that τ((2X₀ − 1) D² p(D²)) = 0 for every real polynomial p.

2X₀ − 1 = C + (1 − 2a)D.

For a monomial p, the C term vanishes by the first claim of (e), and the D term is a multiple of τ(P) − τ(Q) = 0. Linearity does the rest. In Lean, `X` is the polynomial variable and `aeval` substitutes D² for it.

```lean
private theorem trace_poly (τ : A →ₗ[ℝ] ℂ) (hτ : ∀ x y, τ (x * y) = τ (y * x)) {P Q : A}
    (hP : IsIdempotentElem P) (hQ : IsIdempotentElem Q) (h : τ P = τ Q) (a : ℝ) (p : ℝ[X]) :
    τ ((2 * mix a P Q - 1) * aeval ((P - Q) ^ 2) (X * p)) = 0 := by
  have key : 2 * mix a P Q - 1 = (P + Q - 1) + (1 - 2 * a) • (P - Q) := by
    rw [two_mul, mix]
    module
  induction p using Polynomial.induction_on' with
  | add p q hp hq => rw [mul_add, map_add, mul_add, map_add, hp, hq, add_zero]
  | monomial n c =>
    rw [X_mul_monomial, aeval_monomial, ← Algebra.smul_def, key, mul_smul_comm, map_smul,
      add_mul, map_add, (trace_powers τ hτ hP hQ n).1, smul_mul_assoc, map_smul,
      (trace_powers τ hτ hP hQ (n + 1)).2, h, sub_self, smul_zero, add_zero, smul_zero]
```

## (g) The form of every iterate

Show that for each n there are real polynomials p and q with

2Xₙ − 1 = (2X₀ − 1) p(D²), Eₙ = D² q(D²).

At n = 0 take p = 1 and, by (b), q = a(1 − a), a constant polynomial; Lean's `C` marks such constants and is not the C of (e). For the step, direct expansion gives

2Xₙ₊₁ − 1 = (2Xₙ − 1)(1 + 2Eₙ),

which supplies the new p, and (a) supplies the new q, since 3Eₙ² + 4Eₙ³ again contains a factor D².

```lean
private theorem iterate_form {P Q : A} (hP : IsIdempotentElem P) (hQ : IsIdempotentElem Q)
    (a : ℝ) (n : ℕ) : ∃ p q : ℝ[X],
      2 * mcweeny^[n] (mix a P Q) - 1 = (2 * mix a P Q - 1) * aeval ((P - Q) ^ 2) p ∧
      defect (mcweeny^[n] (mix a P Q)) = aeval ((P - Q) ^ 2) (X * q) := by
  induction n with
  | zero =>
    refine ⟨1, C (a * (1 - a)), by simp, ?_⟩
    rw [X_mul_C, map_mul, aeval_C, aeval_X, ← Algebra.smul_def]
    exact defect_mix hP hQ a
  | succ n ih =>
    obtain ⟨p, q, h1, h2⟩ := ih
    refine ⟨p * (1 + 2 * (X * q)), 3 * X * q ^ 2 + 4 * X ^ 2 * q ^ 3, ?_, ?_⟩
    · have e (Y : A) : 2 * mcweeny Y - 1 = (2 * Y - 1) * (1 + 2 * defect Y) := by
        unfold mcweeny defect
        noncomm_ring
      rw [Function.iterate_succ_apply', e, h1, h2, mul_assoc]
      simp only [map_mul, map_add, map_one, map_ofNat]
    · have e : (X * (3 * X * q ^ 2 + 4 * X ^ 2 * q ^ 3) : ℝ[X])
          = 3 * (X * q) ^ 2 + 4 * (X * q) ^ 3 := by ring
      rw [Function.iterate_succ_apply', defect_step, h2, e]
      simp only [map_mul, map_add, map_pow, map_ofNat]
```

## (h) Purification preserves a common trace

Let τ(P) = τ(Q). Show that τ(Xₙ) = τ(P) for all n.

At the start, τ(X₀) = (1 − a)τ(P) + aτ(P) = τ(P). Each step changes the matrix by

Xₙ₊₁ − Xₙ = (2Xₙ − 1)Eₙ = (2X₀ − 1) D² p(D²) q(D²),

whose trace vanishes by (f).

```lean
private theorem trace_iterate (τ : A →ₗ[ℝ] ℂ) (hτ : ∀ x y, τ (x * y) = τ (y * x)) {P Q : A}
    (hP : IsIdempotentElem P) (hQ : IsIdempotentElem Q) (h : τ P = τ Q) (a : ℝ) (n : ℕ) :
    τ (mcweeny^[n] (mix a P Q)) = τ P := by
  induction n with
  | zero =>
    simp only [Function.iterate_zero, id, mix, map_add, map_smul, ← h]
    module
  | succ n ih =>
    obtain ⟨p, q, h1, h2⟩ := iterate_form hP hQ a n
    have e (Y : A) : mcweeny Y = Y + (2 * Y - 1) * defect Y := by
      unfold mcweeny defect
      noncomm_ring
    have e' : p * (X * q) = X * (p * q) := by ring
    rw [Function.iterate_succ_apply', e, map_add, ih, h1, h2, mul_assoc, ← map_mul, e',
      trace_poly τ hτ hP hQ h, add_zero]

end Algebraic
```

## (i) The electron number of complex density matrices

Specialise (h) to finite complex matrices with tr P = tr Q.

The matrix trace is linear and cyclic, so tr Xₙ = tr P at every step. For density matrices in the stated basis this trace is the electron number. Neither a bound on a nor closeness of P and Q is required.

```lean
/-- If two idempotent density matrices have the same trace, every McWeeny iterate of their
mixture has that trace too. -/
theorem trace_mcweeny_mix {ι : Type*} [Fintype ι] [DecidableEq ι] {P Q : Matrix ι ι ℂ}
    (hP : IsIdempotentElem P) (hQ : IsIdempotentElem Q) (h : P.trace = Q.trace)
    (a : ℝ) (n : ℕ) : (mcweeny^[n] (mix a P Q)).trace = P.trace :=
  trace_iterate (Matrix.traceLinearMap ι ℝ ℂ) (fun x y => Matrix.trace_mul_comm x y) hP hQ h a n
```

## (j) The norm of the cubic

Now let `A` be a normed real algebra, so that ‖xy‖ ≤ ‖x‖‖y‖. Bound the right-hand side of (a).

The triangle inequality and this product bound give

‖3u² + 4u³‖ ≤ 3‖u‖² + 4‖u‖³.

```lean
section Normed

variable {A : Type*} [NormedRing A] [NormedAlgebra ℝ A]

private theorem norm_cubic (u : A) : ‖3 * u ^ 2 + 4 * u ^ 3‖ ≤ 3 * ‖u‖ ^ 2 + 4 * ‖u‖ ^ 3 := by
  have e : 3 * u ^ 2 + 4 * u ^ 3 = (3 : ℝ) • u ^ 2 + (4 : ℝ) • u ^ 3 := by
    simp only [Algebra.smul_def, map_ofNat]
  have h := norm_add_le ((3 : ℝ) • u ^ 2) ((4 : ℝ) • u ^ 3)
  rw [norm_smul, norm_smul, Real.norm_of_nonneg (by norm_num : (0 : ℝ) ≤ 3),
    Real.norm_of_nonneg (by norm_num : (0 : ℝ) ≤ 4)] at h
  have h2 := norm_pow_le' u (n := 2) (by norm_num)
  have h3 := norm_pow_le' u (n := 3) (by norm_num)
  rw [e]
  linarith
```

## (k) Each step squares the scaled error bound

Let 0 ≤ a ≤ 1 and r = 4a(1 − a)‖P − Q‖² ≤ 1. Show that 4‖Eₙ‖ ≤ r^(2^n).

For n = 0 this is (b) with the product bound. Suppose it holds at n and write e = ‖Eₙ‖, so 4e ≤ 1. By (a) and (j),

4‖Eₙ₊₁‖ ≤ 12e² + 16e³ = (4e)² − 4e²(1 − 4e) ≤ (4e)² ≤ r^(2^(n+1)).

The `nlinarith` call proves the middle inequality from e²(1 − 4e) ≥ 0.

```lean
/-- For a mixture of two idempotents with `0 ≤ a ≤ 1` and `r = 4a(1-a)‖P-Q‖² ≤ 1`, the idempotency
error after `n` McWeeny steps has norm at most `r^(2^n)/4`. -/
theorem defect_iterate_le {P Q : A} (hP : IsIdempotentElem P) (hQ : IsIdempotentElem Q)
    {a : ℝ} (ha0 : 0 ≤ a) (ha1 : a ≤ 1) (h : 4 * (a * (1 - a)) * ‖P - Q‖ ^ 2 ≤ 1) (n : ℕ) :
    4 * ‖defect (mcweeny^[n] (mix a P Q))‖ ≤ (4 * (a * (1 - a)) * ‖P - Q‖ ^ 2) ^ (2 ^ n) := by
  have hc : 0 ≤ a * (1 - a) := mul_nonneg ha0 (by linarith)
  induction n with
  | zero =>
    simp only [Function.iterate_zero, id, pow_zero, pow_one]
    rw [defect_mix hP hQ, norm_smul, Real.norm_of_nonneg hc]
    have h2 := mul_le_mul_of_nonneg_left (norm_pow_le' (P - Q) (n := 2) (by norm_num)) hc
    linarith
  | succ n ih =>
    have hs := pow_le_one₀ (n := 2 ^ n) (by positivity) h
    rw [Function.iterate_succ_apply', defect_step, pow_succ 2 n, pow_mul]
    have hu := norm_cubic (defect (mcweeny^[n] (mix a P Q)))
    have he := norm_nonneg (defect (mcweeny^[n] (mix a P Q)))
    generalize ‖defect (mcweeny^[n] (mix a P Q))‖ = e at *
    -- the scaled error after one step is at most the square of the previous one
    have h1 : 4 * (3 * e ^ 2 + 4 * e ^ 3) ≤ (4 * e) ^ 2 := by
      nlinarith [mul_nonneg (sq_nonneg e) (by linarith : 0 ≤ 1 - 4 * e)]
    have h2 := pow_le_pow_left₀ (by linarith : 0 ≤ 4 * e) ih 2
    linarith
```

## (l) Convergence of the error for r < 1

Keep 0 ≤ a ≤ 1 and r as in (k). Show that Eₙ → 0 if r < 1.

Since 2^n ≥ n and 0 ≤ r < 1,

‖Eₙ‖ ≤ r^(2^n)/4 ≤ r^n → 0.

`squeeze_zero_norm` turns this into the limit. The statement concerns the error Eₙ and names no limit for Xₙ itself.

```lean
/-- For idempotents `P` and `Q` with `0 ≤ a ≤ 1` and `4a(1-a)‖P-Q‖² < 1`, the idempotency error of
the McWeeny iterates of the mixture tends to zero. -/
theorem defect_tendsto_of_mixing {P Q : A} (hP : IsIdempotentElem P) (hQ : IsIdempotentElem Q)
    {a : ℝ} (ha0 : 0 ≤ a) (ha1 : a ≤ 1) (h : 4 * (a * (1 - a)) * ‖P - Q‖ ^ 2 < 1) :
    Tendsto (fun n => defect (mcweeny^[n] (mix a P Q))) atTop (𝓝 0) := by
  have hc : 0 ≤ a * (1 - a) := mul_nonneg ha0 (by linarith)
  have hr : 0 ≤ 4 * (a * (1 - a)) * ‖P - Q‖ ^ 2 := by positivity
  refine squeeze_zero_norm (fun n => ?_) (tendsto_pow_atTop_nhds_zero_of_lt_one hr h)
  have h1 := defect_iterate_le hP hQ ha0 ha1 h.le n
  have h2 := pow_le_pow_of_le_one hr h.le (Nat.lt_two_pow_self (n := n)).le
  linarith [norm_nonneg (defect (mcweeny^[n] (mix a P Q)))]
```

## (m) Distance below one suffices for every mixing parameter

Let ‖P − Q‖ < 1 and 0 ≤ a ≤ 1. Show that Eₙ → 0.

4a(1 − a) = 1 − (1 − 2a)² ≤ 1,

so r ≤ ‖P − Q‖² < 1, and (l) applies. For Hermitian density matrices in the spectral norm, ‖P − Q‖ never exceeds one, and it equals one exactly when some orbital in the occupied space of one of them is orthogonal to the whole occupied space of the other.

```lean
/-- For idempotents with `‖P-Q‖ < 1` and any mixing parameter in `[0,1]`, the idempotency
error of the McWeeny iterates of the mixture tends to zero. -/
theorem defect_tendsto {P Q : A} (hP : IsIdempotentElem P) (hQ : IsIdempotentElem Q)
    {a : ℝ} (ha0 : 0 ≤ a) (ha1 : a ≤ 1) (h : ‖P - Q‖ < 1) :
    Tendsto (fun n => defect (mcweeny^[n] (mix a P Q))) atTop (𝓝 0) := by
  refine defect_tendsto_of_mixing hP hQ ha0 ha1 ?_
  have h1 : ‖P - Q‖ ^ 2 < 1 := by nlinarith [norm_nonneg (P - Q)]
  nlinarith [mul_nonneg (sq_nonneg (1 - 2 * a)) (sq_nonneg ‖P - Q‖)]

end Normed
```

## (n) Two tilted orbitals that satisfy the condition

Take the projectors onto the real orbitals (1, 0) and (4/5, 3/5). Check that they are idempotent, do not commute, and lie at distance below one in the maximal-row-sum norm.

Both vectors have length one, so the projectors are idempotent. The upper right entry is 12/25 in `straight * tilted` and 0 in `tilted * straight`. The difference has rows (9/25, −12/25) and (−12/25, −9/25), each with absolute sum 21/25 < 1. Lean checks the entries one by one.

```lean
/-- The projector onto the first of two orbitals. -/
def straight : Matrix (Fin 2) (Fin 2) ℝ := !![1, 0; 0, 0]

/-- The projector onto the orbital with coefficients `4/5` and `3/5`. -/
def tilted : Matrix (Fin 2) (Fin 2) ℝ := !![16 / 25, 12 / 25; 12 / 25, 9 / 25]

open scoped Matrix.Norms.Operator in
/-- The straight and the tilted projector are idempotent, do not commute, and differ by less
than one in the maximal-row-sum norm. -/
theorem projectors_witness : IsIdempotentElem straight ∧ IsIdempotentElem tilted ∧
    straight * tilted ≠ tilted * straight ∧ ‖straight - tilted‖ < 1 := by
  refine ⟨?_, ?_, ?_, ?_⟩
  · unfold IsIdempotentElem
    ext i j
    fin_cases i <;> fin_cases j <;> norm_num [straight, Matrix.mul_apply, Fin.sum_univ_succ]
  · unfold IsIdempotentElem
    ext i j
    fin_cases i <;> fin_cases j <;> norm_num [tilted, Matrix.mul_apply, Fin.sum_univ_succ]
  · intro h
    have h01 := congrFun (congrFun h 0) 1
    norm_num [straight, tilted, Matrix.mul_apply, Fin.sum_univ_succ] at h01
  · have e : straight - tilted = !![9 / 25, -(12 / 25); -(12 / 25), -(9 / 25)] := by
      ext i j
      fin_cases i <;> fin_cases j <;> norm_num [straight, tilted]
    rw [e, Matrix.linfty_opNorm_def, ← NNReal.coe_one, NNReal.coe_lt_coe,
      Finset.sup_lt_iff (by simp)]
    intro i _
    rw [← NNReal.coe_lt_coe]
    push_cast
    fin_cases i <;> norm_num [Fin.sum_univ_succ, abs_div]

end

end MixedDensityPurification
```

```lean
#print axioms MixedDensityPurification.mcweeny_mix_orthogonal
-- 'MixedDensityPurification.mcweeny_mix_orthogonal' depends on axioms: [propext, Classical.choice, Quot.sound]
#print axioms MixedDensityPurification.trace_mcweeny_mix
-- 'MixedDensityPurification.trace_mcweeny_mix' depends on axioms: [propext, Classical.choice, Quot.sound]
#print axioms MixedDensityPurification.defect_tendsto
-- 'MixedDensityPurification.defect_tendsto' depends on axioms: [propext, Classical.choice, Quot.sound]
```
